# The minimum of the MP2-F12 pair functional with positive definite D and G′ is the MP2 energy plus the F12 correction

## One electron pair, with its integrals as given data

We describe a single occupied pair by two finite real vectors and treat all integrals as given numbers. The vector t holds the amplitudes of conventional excitations into pairs of virtual orbitals. The vector c holds the amplitudes of geminals, pair functions that depend explicitly on the interelectronic distance. The pair functional is

J(t,c) = t·Dt + 2 t·Cc + c·Gc + 2 k·t + 2 v·c.

Here D and G are the zeroth-order energy matrices of the two spaces, measured from the energy e of the occupied pair, and C couples the spaces. The vectors k and v couple them to the occupied pair through the electron repulsion. In F12 theory G = B − eX, where X is the geminal overlap matrix and B the matrix of the zeroth-order Hamiltonian.

## Dressed quantities and the minimum

Define

G′ = G − CᵀD⁻¹C,  w = v − CᵀD⁻¹k.

If D and G′ are positive definite, the minimum of J is

−k·D⁻¹k − w·G′⁻¹w,

attained only at c = −G′⁻¹w, t = −D⁻¹(k + Cc).

The first term is the MP2 pair energy and the second the F12 correction for freely optimised geminal amplitudes. If c is held at fixed values instead, minimising over t alone gives an energy that is no lower than this minimum. Positivity of D means that every conventional excitation costs zeroth-order energy; positivity of G′ means that every geminal direction still does so after t has relaxed. In this finite, one-pair model, adding geminals to an MP2 calculation therefore never raises the minimum.

## Two completed squares

For symmetric positive definite A, expanding the right-hand side confirms

x·Ax + 2 b·x = (x + A⁻¹b)·A(x + A⁻¹b) − b·A⁻¹b.

Use this for t, with A = D and b = k + Cc. The constant left over is

−(k + Cc)·D⁻¹(k + Cc) = −k·D⁻¹k − 2 c·CᵀD⁻¹k − c·CᵀD⁻¹Cc.

Its last two terms turn v into w and G into G′. With y = t + D⁻¹(k + Cc),

J = y·Dy + c·G′c + 2 w·c − k·D⁻¹k.

Use the identity again for c, with u = c + G′⁻¹w:

J = y·Dy + u·G′u − k·D⁻¹k − w·G′⁻¹w.

Both squares are nonnegative and vanish only at y = 0 and u = 0, which gives the minimum and its unique amplitudes. Since G′⁻¹ is also positive definite, the F12 correction is at most zero, and it is zero exactly when w = 0.

For canonical orbitals D is diagonal, with entries ε_a + ε_b − e, where ε_a and ε_b are virtual orbital energies. For two electrons of opposite spin in occupied orbitals i and j, e = ε_i + ε_j and k_ab is the repulsion integral ⟨ij|ab⟩. If all the gaps ε_a + ε_b − e are positive, the MP2 term is

−Σ_ab k_ab² / (ε_a + ε_b − e).

## A positive G is not enough

Take one amplitude of each kind, with D = 1, C = 2, G = 1 and k = v = 0. Then G′ = −3, and t = −2c gives J = −3c², which has no lower bound. A minimum thus requires that G′ have no direction of negative curvature, and positive D and G do not ensure this.

## The Lean file

```lean
import Mathlib

open Matrix

namespace MP2F12PairFunctional

noncomputable section

variable {m n : Type*} [Fintype m] [Fintype n] [DecidableEq m] [DecidableEq n]

/-- The pair functional `J(t,c) = t·Dt + 2 t·Cc + c·Gc + 2 k·t + 2 v·c` of the conventional
amplitudes `t` and the geminal amplitudes `c`. -/
def pairFunctional (D : Matrix m m ℝ) (C : Matrix m n ℝ) (G : Matrix n n ℝ)
    (k : m → ℝ) (v : n → ℝ) (t : m → ℝ) (c : n → ℝ) : ℝ :=
  t ⬝ᵥ D *ᵥ t + 2 * (t ⬝ᵥ C *ᵥ c) + c ⬝ᵥ G *ᵥ c + 2 * (k ⬝ᵥ t) + 2 * (v ⬝ᵥ c)

/-- The dressed geminal matrix `G' = G - Cᵀ D⁻¹ C`, for invertible `D`. -/
def dressedGeminal (D : Matrix m m ℝ) (C : Matrix m n ℝ) (G : Matrix n n ℝ) :
    Matrix n n ℝ :=
  G - Cᵀ * D⁻¹ * C

/-- The dressed geminal coupling `w = v - Cᵀ D⁻¹ k`, for invertible `D`. -/
def dressedCoupling (D : Matrix m m ℝ) (C : Matrix m n ℝ) (k : m → ℝ) (v : n → ℝ) :
    n → ℝ :=
  v - Cᵀ *ᵥ (D⁻¹ *ᵥ k)

/-- The MP2 pair energy `-k·D⁻¹k`, for invertible `D`. -/
def mp2Energy (D : Matrix m m ℝ) (k : m → ℝ) : ℝ := -(k ⬝ᵥ D⁻¹ *ᵥ k)

/-- The F12 correction `-w·G'⁻¹w`, for invertible `D` and `G'`. -/
def f12Correction (D : Matrix m m ℝ) (C : Matrix m n ℝ) (G : Matrix n n ℝ)
    (k : m → ℝ) (v : n → ℝ) : ℝ :=
  -(dressedCoupling D C k v ⬝ᵥ (dressedGeminal D C G)⁻¹ *ᵥ dressedCoupling D C k v)

omit [DecidableEq m] [DecidableEq n] in
/-- A real matrix moves across the dot product as its transpose. -/
theorem dot_transpose (M : Matrix m n ℝ) (x : n → ℝ) (y : m → ℝ) :
    x ⬝ᵥ Mᵀ *ᵥ y = (M *ᵥ x) ⬝ᵥ y := by
  rw [Matrix.dotProduct_mulVec, Matrix.vecMul_transpose]

omit [DecidableEq n] in
/-- The bilinear form of a real positive definite matrix is symmetric. -/
theorem dot_symm {A : Matrix n n ℝ} (hA : A.PosDef) (x y : n → ℝ) :
    x ⬝ᵥ A *ᵥ y = y ⬝ᵥ A *ᵥ x := by
  have hT : Aᵀ = A := by
    rw [← Matrix.conjTranspose_eq_transpose_of_trivial]
    exact hA.isHermitian
  have h := dot_transpose A x y
  rw [hT, dotProduct_comm (A *ᵥ x) y] at h
  exact h

omit [DecidableEq n] in
/-- The quadratic form of a positive definite matrix is nonnegative and vanishes only at
the zero vector. -/
theorem quadratic_nonneg {A : Matrix n n ℝ} (hA : A.PosDef) (x : n → ℝ) :
    0 ≤ x ⬝ᵥ A *ᵥ x ∧ (x ⬝ᵥ A *ᵥ x = 0 ↔ x = 0) := by
  by_cases hx : x = 0
  · subst hx
    simp
  · have h : 0 < x ⬝ᵥ A *ᵥ x := by
      simpa only [star_trivial] using hA.dotProduct_mulVec_pos hx
    exact ⟨h.le, fun h0 => absurd h0 h.ne', fun h0 => absurd h0 hx⟩

/-- Completing the square: for positive definite `A`, the functional `x·Ax + 2 b·x` is a
square centred at `-A⁻¹b` minus the constant `b·A⁻¹b`. -/
theorem complete_square {A : Matrix n n ℝ} (hA : A.PosDef) (x b : n → ℝ) :
    x ⬝ᵥ A *ᵥ x + 2 * (b ⬝ᵥ x) =
      (x + A⁻¹ *ᵥ b) ⬝ᵥ A *ᵥ (x + A⁻¹ *ᵥ b) - b ⬝ᵥ A⁻¹ *ᵥ b := by
  have hb : A *ᵥ (A⁻¹ *ᵥ b) = b := by
    rw [Matrix.mulVec_mulVec,
      Matrix.mul_nonsing_inv A (isUnit_iff_ne_zero.mpr hA.det_pos.ne'), Matrix.one_mulVec]
  have hs := dot_symm hA (A⁻¹ *ᵥ b) x
  rw [hb] at hs
  rw [Matrix.mulVec_add, hb, dotProduct_add, add_dotProduct, add_dotProduct, hs,
    dotProduct_comm b x, dotProduct_comm (A⁻¹ *ᵥ b) b]
  ring

omit [DecidableEq n] in
/-- Elimination of the conventional amplitudes: for positive definite `D`, the pair functional
is a square in `t`, plus a functional of `c` alone with matrix `G'` and coupling `w`,
plus the MP2 energy. -/
theorem eliminate_conventional {D : Matrix m m ℝ} (hD : D.PosDef) (C : Matrix m n ℝ)
    (G : Matrix n n ℝ) (k : m → ℝ) (v : n → ℝ) (t : m → ℝ) (c : n → ℝ) :
    pairFunctional D C G k v t c =
      (t + D⁻¹ *ᵥ (k + C *ᵥ c)) ⬝ᵥ D *ᵥ (t + D⁻¹ *ᵥ (k + C *ᵥ c))
        + (c ⬝ᵥ dressedGeminal D C G *ᵥ c + 2 * (dressedCoupling D C k v ⬝ᵥ c))
        + mp2Energy D k := by
  have h1 := complete_square hD t (k + C *ᵥ c)
  -- the constant left by the square in `t` dresses both `G` and `v`
  have h2 : (k + C *ᵥ c) ⬝ᵥ D⁻¹ *ᵥ (k + C *ᵥ c) = k ⬝ᵥ D⁻¹ *ᵥ k
      + 2 * ((C *ᵥ c) ⬝ᵥ D⁻¹ *ᵥ k) + (C *ᵥ c) ⬝ᵥ D⁻¹ *ᵥ (C *ᵥ c) := by
    rw [Matrix.mulVec_add, dotProduct_add, add_dotProduct, add_dotProduct,
      dot_symm hD.inv k (C *ᵥ c)]
    ring
  have h3 : c ⬝ᵥ dressedGeminal D C G *ᵥ c =
      c ⬝ᵥ G *ᵥ c - (C *ᵥ c) ⬝ᵥ D⁻¹ *ᵥ (C *ᵥ c) := by
    unfold dressedGeminal
    rw [Matrix.sub_mulVec, dotProduct_sub, ← Matrix.mulVec_mulVec, ← Matrix.mulVec_mulVec,
      dot_transpose]
  have h4 : dressedCoupling D C k v ⬝ᵥ c = v ⬝ᵥ c - (C *ᵥ c) ⬝ᵥ D⁻¹ *ᵥ k := by
    unfold dressedCoupling
    rw [sub_dotProduct, dotProduct_comm (Cᵀ *ᵥ (D⁻¹ *ᵥ k)) c, dot_transpose]
  have h5 : (k + C *ᵥ c) ⬝ᵥ t = k ⬝ᵥ t + t ⬝ᵥ C *ᵥ c := by
    rw [add_dotProduct, dotProduct_comm (C *ᵥ c) t]
  rw [h3, h4]
  unfold pairFunctional mp2Energy
  linear_combination h1 - h2 - 2 * h5

/-- For positive definite `D` and `G'`, the minimum of the pair functional is the MP2 energy
plus the F12 correction, attained exactly at `c = -G'⁻¹w`, `t = -D⁻¹(k + Cc)`. -/
theorem pairFunctional_minimum {D : Matrix m m ℝ} (hD : D.PosDef) (C : Matrix m n ℝ)
    (G : Matrix n n ℝ) (hG : (dressedGeminal D C G).PosDef) (k : m → ℝ) (v : n → ℝ) :
    IsLeast (Set.range fun p : (m → ℝ) × (n → ℝ) => pairFunctional D C G k v p.1 p.2)
      (mp2Energy D k + f12Correction D C G k v) ∧
    ∀ t c, pairFunctional D C G k v t c = mp2Energy D k + f12Correction D C G k v ↔
      c = -((dressedGeminal D C G)⁻¹ *ᵥ dressedCoupling D C k v) ∧
      t = -(D⁻¹ *ᵥ (k + C *ᵥ c)) := by
  -- the functional is its minimum plus two squares
  have hsq : ∀ t c, pairFunctional D C G k v t c =
      (t + D⁻¹ *ᵥ (k + C *ᵥ c)) ⬝ᵥ D *ᵥ (t + D⁻¹ *ᵥ (k + C *ᵥ c))
      + (c + (dressedGeminal D C G)⁻¹ *ᵥ dressedCoupling D C k v) ⬝ᵥ
          dressedGeminal D C G *ᵥ
          (c + (dressedGeminal D C G)⁻¹ *ᵥ dressedCoupling D C k v)
      + (mp2Energy D k + f12Correction D C G k v) := by
    intro t c
    rw [eliminate_conventional hD, complete_square hG c (dressedCoupling D C k v)]
    unfold f12Correction
    ring
  have hiff : ∀ t c,
      pairFunctional D C G k v t c = mp2Energy D k + f12Correction D C G k v ↔
      c = -((dressedGeminal D C G)⁻¹ *ᵥ dressedCoupling D C k v) ∧
      t = -(D⁻¹ *ᵥ (k + C *ᵥ c)) := by
    intro t c
    have q1 := quadratic_nonneg hD (t + D⁻¹ *ᵥ (k + C *ᵥ c))
    have q2 := quadratic_nonneg hG
      (c + (dressedGeminal D C G)⁻¹ *ᵥ dressedCoupling D C k v)
    rw [← add_eq_zero_iff_eq_neg, ← add_eq_zero_iff_eq_neg, ← q1.2, ← q2.2, hsq t c]
    constructor
    · intro h
      constructor <;> linarith [q1.1, q2.1]
    · rintro ⟨h2, h1⟩
      linarith
  -- the optimal amplitudes attain the minimum
  obtain ⟨c₁, hc₁⟩ : ∃ c₁ : n → ℝ,
      c₁ = -((dressedGeminal D C G)⁻¹ *ᵥ dressedCoupling D C k v) := ⟨_, rfl⟩
  refine ⟨⟨⟨(-(D⁻¹ *ᵥ (k + C *ᵥ c₁)), c₁),
    (hiff (-(D⁻¹ *ᵥ (k + C *ᵥ c₁))) c₁).mpr ⟨hc₁, rfl⟩⟩, ?_⟩, hiff⟩
  rintro _ ⟨⟨t, c⟩, rfl⟩
  change _ ≤ pairFunctional D C G k v t c
  rw [hsq t c]
  linarith [(quadratic_nonneg hD (t + D⁻¹ *ᵥ (k + C *ᵥ c))).1, (quadratic_nonneg hG
    (c + (dressedGeminal D C G)⁻¹ *ᵥ dressedCoupling D C k v)).1]

/-- For positive definite `G'`, the F12 correction is never positive, and it vanishes exactly
when the dressed coupling `w` is zero. -/
theorem f12Correction_nonpos (D : Matrix m m ℝ) (C : Matrix m n ℝ) (G : Matrix n n ℝ)
    (hG : (dressedGeminal D C G).PosDef) (k : m → ℝ) (v : n → ℝ) :
    f12Correction D C G k v ≤ 0 ∧
      (f12Correction D C G k v = 0 ↔ dressedCoupling D C k v = 0) := by
  have q := quadratic_nonneg hG.inv (dressedCoupling D C k v)
  unfold f12Correction
  exact ⟨neg_nonpos.mpr q.1, neg_eq_zero.trans q.2⟩

omit [DecidableEq n] in
/-- If `D` is positive definite but `G'` has a direction of negative curvature, the pair
functional is unbounded below. -/
theorem unbounded_of_negative_curvature {D : Matrix m m ℝ} (hD : D.PosDef)
    (C : Matrix m n ℝ) (G : Matrix n n ℝ) (k : m → ℝ) (v c₀ : n → ℝ)
    (hc : c₀ ⬝ᵥ dressedGeminal D C G *ᵥ c₀ < 0) (E : ℝ) :
    ∃ t c, pairFunctional D C G k v t c < E := by
  -- a downward parabola falls below every level
  have par : ∀ a b L : ℝ, a < 0 → ∃ s : ℝ, a * s ^ 2 + 2 * b * s < L := by
    intro a b L ha
    by_contra hcon
    push Not at hcon
    have hr : |L| / (-a) * (-a) = |L| := div_mul_cancel₀ _ (by linarith)
    have h1 := hcon (1 + |L| / (-a))
    have h2 := hcon (-(1 + |L| / (-a)))
    have h3 : 0 ≤ (-a) * (|L| / (-a)) ^ 2 := mul_nonneg (by linarith) (sq_nonneg _)
    generalize |L| / (-a) = r at hr h1 h2 h3
    nlinarith [neg_abs_le L, abs_nonneg L]
  obtain ⟨s, hs⟩ := par _ (dressedCoupling D C k v ⬝ᵥ c₀) (E - mp2Energy D k) hc
  refine ⟨-(D⁻¹ *ᵥ (k + C *ᵥ (s • c₀))), s • c₀, ?_⟩
  rw [eliminate_conventional hD, neg_add_cancel, zero_dotProduct]
  simp only [Matrix.mulVec_smul, smul_dotProduct, dotProduct_smul, smul_eq_mul]
  linarith

/-- The gap `ε_a + ε_b - e` between a pair of virtual orbitals and an occupied pair of
energy `e`. -/
def pairGap {o : Type*} (ε : o → ℝ) (e : ℝ) (p : o × o) : ℝ := ε p.1 + ε p.2 - e

/-- Canonical orbitals: with positive gaps `ε_a + ε_b - e` on the diagonal of `D`, `G = B - eX`
and positive definite `G'`, the minimum is the MP2 sum `-∑ k²/(ε_a + ε_b - e)` plus the
F12 correction. -/
theorem canonical_minimum {o : Type*} [Fintype o] [DecidableEq o] (ε : o → ℝ) (e : ℝ)
    (hgap : ∀ p, 0 < pairGap ε e p) (C : Matrix (o × o) n ℝ) (B X : Matrix n n ℝ)
    (hG : (dressedGeminal (diagonal (pairGap ε e)) C (B - e • X)).PosDef)
    (k : o × o → ℝ) (v : n → ℝ) :
    IsLeast (Set.range fun p : (o × o → ℝ) × (n → ℝ) =>
        pairFunctional (diagonal (pairGap ε e)) C (B - e • X) k v p.1 p.2)
      (-(∑ p, k p ^ 2 / pairGap ε e p)
        + f12Correction (diagonal (pairGap ε e)) C (B - e • X) k v) := by
  have hinv : (diagonal (pairGap ε e))⁻¹ = diagonal (fun p => (pairGap ε e p)⁻¹) := by
    apply Matrix.inv_eq_right_inv
    rw [Matrix.diagonal_mul_diagonal, ← Matrix.diagonal_one]
    congr 1
    funext p
    exact mul_inv_cancel₀ (hgap p).ne'
  have hE : mp2Energy (diagonal (pairGap ε e)) k = -(∑ p, k p ^ 2 / pairGap ε e p) := by
    unfold mp2Energy
    rw [hinv]
    simp only [dotProduct, Matrix.mulVec_diagonal]
    congr 1
    refine Finset.sum_congr rfl fun p _ => ?_
    ring
  rw [← hE]
  exact (pairFunctional_minimum (Matrix.posDef_diagonal_iff.mpr hgap) C _ hG k v).1

end

end MP2F12PairFunctional
```

```lean
#print axioms MP2F12PairFunctional.pairFunctional_minimum
-- 'MP2F12PairFunctional.pairFunctional_minimum' depends on axioms: [propext, Classical.choice, Quot.sound]
#print axioms MP2F12PairFunctional.f12Correction_nonpos
-- 'MP2F12PairFunctional.f12Correction_nonpos' depends on axioms: [propext, Classical.choice, Quot.sound]
#print axioms MP2F12PairFunctional.unbounded_of_negative_curvature
-- 'MP2F12PairFunctional.unbounded_of_negative_curvature' depends on axioms: [propext, Classical.choice, Quot.sound]
#print axioms MP2F12PairFunctional.canonical_minimum
-- 'MP2F12PairFunctional.canonical_minimum' depends on axioms: [propext, Classical.choice, Quot.sound]
```

## Reading the statement

The index types `m` and `n` label conventional and geminal amplitudes; `⬝ᵥ` is the dot product and `*ᵥ` applies a matrix to a vector. In `pairFunctional_minimum`, `IsLeast` says that the energy is a value of J and that no value lies below it; the equivalence after it identifies the minimiser. `PosDef` includes symmetry, so G = G′ + CᵀD⁻¹C is symmetric without a separate hypothesis.

In `canonical_minimum`, e is any real number for which all gaps are positive and G′, which also depends on e, is positive definite. The sum runs over ordered orbital pairs without spin factors. How the integrals are computed or approximated, and how the energy converges with the basis set, lie outside the theorems.

## From the squares to the proof

`complete_square` is the identity for A, with `dot_symm` supplying the symmetry. `eliminate_conventional` applies it to t: `h2` expands the constant, `h3` and `h4` recognise G′ and w, and `linear_combination` collects the terms.

In the main theorem, `hsq` is the formula with both squares. `quadratic_nonneg` makes each square nonnegative and zero only at the zero vector, so `hiff` follows by `linarith`, as does the lower bound.

`unbounded_of_negative_curvature` generalises the counter-example: it scales a direction `c₀` by `s`, relaxes t, and is left with a downward parabola in `s`. `canonical_minimum` inverts the diagonal D entry by entry and applies the main theorem.
